# Relative to $r^{l+1}$, a nonzero pure slope error in the centrifugal radial equation stays bounded outward and diverges inward

A partial wave for a PAW dataset can be computed by integrating the radial equation outward from a small radius, where the reduced wavefunction $u(r)$ is started as $r^{l+1}$. Suppose that at some radius $a>0$ the value is right but the slope is slightly wrong. Here the growth of this error is worked out for the equation that keeps only the centrifugal term, with the potential and the energy left out. In that equation, whether the error stays small compared with the regular solution $r^{l+1}$ depends on the direction of integration. For $l\ge1$ the centrifugal term dominates close to the nucleus; farther out the omitted terms matter, and the outward bound below need not hold for the full equation.

The centrifugal equation is linear, so the difference $d$ between two of its solutions obeys it too. With $p=d'$ and angular momentum $l=0,1,2,\dots$,

$$d'=p,\qquad p'=\frac{l(l+1)}{r^2}\,d,\qquad r>0 .$$

If $d(a)=0$ and $d'(a)=e\neq 0$, then

$$\frac{|d(r)|}{r^{l+1}}\le\frac{|e|}{(2l+1)\,a^l}\quad(r\ge a),\qquad \frac{|d(r)|}{r^{l+1}}\to\infty\quad(r\to0^+).$$

## Two conserved Wronskians

The equation has the regular solution $r^{l+1}$ and the irregular solution $r^{-l}$. The Wronskians of $d$ with them are

$$A=r^{l+1}p-(l+1)r^l d,\qquad B=\frac{p}{r^l}+\frac{l\,d}{r^{l+1}} .$$

Both are constant:

$$A'=(l+1)r^l p+l(l+1)r^{l-1}d-l(l+1)r^{l-1}d-(l+1)r^l p=0,$$

$$B'=-\frac{l\,p}{r^{l+1}}+\frac{l(l+1)d}{r^{l+2}}+\frac{l\,p}{r^{l+1}}-\frac{l(l+1)d}{r^{l+2}}=0 .$$

They can therefore be evaluated at $a$. In $B-A\,r^{-(2l+1)}$ the slope $p$ cancels, and the terms in $d$ add up to $(l+l+1)\,d/r^{l+1}$. Hence

$$\frac{d(r)}{r^{l+1}}=\frac{B-A\,r^{-(2l+1)}}{2l+1}.$$

For a pure slope error, $A=a^{l+1}e$ and $B=e/a^l$, so

$$\frac{d(r)}{r^{l+1}}=\frac{e}{(2l+1)a^l}\left[1-\left(\frac ar\right)^{2l+1}\right].$$

For $r\ge a$ the bracket lies between 0 and 1, which gives the outward bound. It tends to 1 as $r\to\infty$, so no smaller constant would do. As $r\to0^+$ its absolute value grows without limit.

For general errors at $a$, $A=a^l\,[a\,d'(a)-(l+1)d(a)]$. If $A=0$, the ratio is constant. If $A\ne0$, the estimate $|B-At|\ge|A|t-|B|$ with $t=r^{-(2l+1)}$ shows that it diverges as $r\to0^+$.

## The smallest case, $l=0$

Here $d''=0$ and $d(r)=e(r-a)$. The ratio is $|e|\,|1-a/r|$, which is at most $|e|$ for $r\ge a$ and diverges at the origin. The error itself stays finite there, since $d\to-ea$; it diverges only relative to the regular solution $r$. For $l\ge1$ the error itself diverges as $r^{-l}$. Outward, too, the control is relative: $|d|$ grows as $r^{l+1}$.

## The radial equation and its explicit solution in Lean

```lean
import Mathlib

open Filter Topology

namespace RadialErrorPropagation

noncomputable section
```

The predicate `IsRadialError l d p` says that at every $r>0$ the function `d` has derivative `p r`, and `p` has the derivative that the equation prescribes. Nothing is required at $r\le0$, and no closed form is assumed, so the theorems apply to every solution. The error enters once, through `d a` and `p a`, and is then propagated exactly; discretisation and rounding errors made at later steps are not modelled.

```lean
/-- The error `d`, with slope `p`, obeys the centrifugal radial equation
`d'' = l(l+1) d / r²` at every radius `r > 0`. -/
def IsRadialError (l : ℕ) (d p : ℝ → ℝ) : Prop :=
  ∀ r : ℝ, 0 < r →
    HasDerivAt d (p r) r ∧ HasDerivAt p (l * (l + 1) * d r / r ^ 2) r
```

The next two definitions give the solution found above for a pure slope error `e`, and its slope. They are used only in the last theorem.

```lean
/-- The error grown from a pure slope error `e` at radius `a`, for `a > 0` and `r > 0`. -/
def slopeError (l : ℕ) (a e : ℝ) : ℝ → ℝ := fun r =>
  e / (2 * l + 1) * (r ^ (l + 1) / a ^ l - a ^ (l + 1) / r ^ l)

/-- The radial slope of `slopeError`, for `a > 0` and `r > 0`. -/
def slopeErrorDeriv (l : ℕ) (a e : ℝ) : ℝ → ℝ := fun r =>
  e / (2 * l + 1) * ((l + 1) * r ^ l / a ^ l + l * a ^ (l + 1) / r ^ (l + 1))
```

## Constancy of the Wronskians

The first lemma writes the derivative of $x^n$ at $r>0$ as $n r^n/r$, which avoids the exponent $n-1$ at $n=0$. The second says that a function with zero derivative on the half-line $r>0$ takes the same value at any two of its points.

```lean
private lemma hasDerivAt_radial_pow (n : ℕ) {r : ℝ} (hr : 0 < r) :
    HasDerivAt (fun x : ℝ => x ^ n) (n * r ^ n / r) r := by
  refine (hasDerivAt_pow n r).congr_deriv ?_
  cases n with
  | zero => simp
  | succ k =>
    rw [Nat.add_sub_cancel, pow_succ, ← mul_assoc, mul_div_cancel_right₀ _ hr.ne']

private lemma const_of_deriv_zero {f : ℝ → ℝ} (hf : ∀ r, 0 < r → HasDerivAt f 0 r)
    {a r : ℝ} (ha : 0 < a) (hr : 0 < r) : f r = f a :=
  isOpen_Ioi.is_const_of_deriv_eq_zero isPreconnected_Ioi
    (fun x hx => (hf x hx).differentiableAt.differentiableWithinAt)
    (fun x hx => (hf x hx).deriv) (Set.mem_Ioi.2 hr) (Set.mem_Ioi.2 ha)
```

Each Wronskian theorem applies the second lemma. The product or quotient rule supplies the derivative, and `field_simp` and `ring` carry out the cancellations in $A'$ and $B'$.

```lean
variable {l : ℕ} {d p : ℝ → ℝ} {a r : ℝ}

/-- The Wronskian of the error with the regular solution `r^(l+1)` is the same at any two
positive radii. -/
theorem regular_wronskian (h : IsRadialError l d p) (ha : 0 < a) (hr : 0 < r) :
    r ^ (l + 1) * p r - (l + 1) * r ^ l * d r
      = a ^ (l + 1) * p a - (l + 1) * a ^ l * d a := by
  refine const_of_deriv_zero
    (f := fun x => x ^ (l + 1) * p x - (l + 1) * x ^ l * d x) (fun x hx => ?_) ha hr
  obtain ⟨hd, hp⟩ := h x hx
  refine (((hasDerivAt_radial_pow (l + 1) hx).fun_mul hp).fun_sub
    (((hasDerivAt_radial_pow l hx).const_mul ((l : ℝ) + 1)).fun_mul hd)).congr_deriv ?_
  push_cast
  field_simp
  ring

/-- The Wronskian of the error with the irregular solution `r^(-l)` is the same at any two
positive radii. -/
theorem irregular_wronskian (h : IsRadialError l d p) (ha : 0 < a) (hr : 0 < r) :
    p r / r ^ l + l * d r / r ^ (l + 1) = p a / a ^ l + l * d a / a ^ (l + 1) := by
  refine const_of_deriv_zero
    (f := fun x => p x / x ^ l + l * d x / x ^ (l + 1)) (fun x hx => ?_) ha hr
  obtain ⟨hd, hp⟩ := h x hx
  refine ((hp.fun_div (hasDerivAt_radial_pow l hx) (pow_pos hx _).ne').fun_add
    ((hd.const_mul (l : ℝ)).fun_div (hasDerivAt_radial_pow (l + 1) hx)
      (pow_pos hx _).ne')).congr_deriv ?_
  push_cast
  field_simp
  ring
```

## The relative error at any radius

This is the formula for $d/r^{l+1}$ in absolute value, with $A$ and $B$ written out in terms of the data at `a`. Inside `key`, the Wronskians at `a` are replaced by those at `r`, and the slope then cancels.

```lean
/-- The size of the error relative to `r^(l+1)` at any `r > 0`, in terms of the value and
slope errors at a radius `a > 0`. -/
theorem relative_error (h : IsRadialError l d p) (ha : 0 < a) (hr : 0 < r) :
    |d r| / r ^ (l + 1) = |(p a / a ^ l + l * d a / a ^ (l + 1))
      - (a ^ (l + 1) * p a - (l + 1) * a ^ l * d a) * r⁻¹ ^ (2 * l + 1)| / (2 * l + 1) := by
  have hl : (0 : ℝ) < 2 * l + 1 := by positivity
  -- eliminate the slope between the two conserved Wronskians
  have key : d r / r ^ (l + 1) = ((p a / a ^ l + l * d a / a ^ (l + 1))
      - (a ^ (l + 1) * p a - (l + 1) * a ^ l * d a) * r⁻¹ ^ (2 * l + 1)) / (2 * l + 1) := by
    rw [← irregular_wronskian h ha hr, ← regular_wronskian h ha hr, inv_pow]
    field_simp
    ring
  calc |d r| / r ^ (l + 1) = |d r / r ^ (l + 1)| := by
        rw [abs_div, abs_of_pos (pow_pos hr (l + 1))]
    _ = _ := by rw [key, abs_div, abs_of_pos hl]
```

## When inward integration diverges

The filter `𝓝[>] 0` means that $r$ approaches zero from above, and `Tendsto … atTop` that the ratio exceeds every bound. The divergence occurs exactly when $a\,d'(a)\ne(l+1)\,d(a)$, that is, when the error contains some of the irregular solution. In one direction, equality would make the ratio constant, and a constant does not tend to infinity. In the other, `key` is the estimate $|A|t-|B|\le|B-At|$.

```lean
/-- Inward integration from `a > 0` makes the error diverge relative to `r^(l+1)` exactly
when the value and slope errors at `a` violate `a d'(a) = (l+1) d(a)`. -/
theorem inward_explosion_iff (h : IsRadialError l d p) (ha : 0 < a) :
    Tendsto (fun r => |d r| / r ^ (l + 1)) (𝓝[>] 0) atTop ↔ a * p a ≠ (l + 1) * d a := by
  have hl : (0 : ℝ) < 2 * l + 1 := by positivity
  have hA : a ^ (l + 1) * p a - (l + 1) * a ^ l * d a
      = a ^ l * (a * p a - (l + 1) * d a) := by ring
  constructor
  · -- without an irregular component the ratio is constant
    intro ht heq
    refine not_tendsto_nhds_of_tendsto_atTop ht
      (|p a / a ^ l + l * d a / a ^ (l + 1)| / (2 * l + 1)) ?_
    refine tendsto_const_nhds.congr' ?_
    filter_upwards [self_mem_nhdsWithin] with r hr
    rw [relative_error h ha hr, hA, heq]
    simp only [sub_self, mul_zero, zero_mul, sub_zero]
  · intro hne
    have hpos : 0 < |a ^ (l + 1) * p a - (l + 1) * a ^ l * d a| := by
      rw [hA]
      exact abs_pos.2 (mul_ne_zero (pow_pos ha l).ne' (sub_ne_zero.2 hne))
    have hinv : Tendsto (fun r : ℝ => r⁻¹ ^ (2 * l + 1)) (𝓝[>] 0) atTop :=
      (tendsto_pow_atTop (by omega)).comp tendsto_inv_nhdsGT_zero
    have key : ∀ A B t : ℝ, 0 < t → |A| * t + -|B| ≤ |B - A * t| := by
      intro A B t ht
      have h1 := abs_sub_abs_le_abs_sub (A * t) B
      rw [abs_mul, abs_of_pos ht, abs_sub_comm] at h1
      linarith
    -- the irregular component dominates near the nucleus
    refine tendsto_atTop_mono' _ ?_ ((tendsto_atTop_add_const_right _
      (-|p a / a ^ l + l * d a / a ^ (l + 1)|)
      (hinv.const_mul_atTop hpos)).atTop_div_const hl)
    filter_upwards [self_mem_nhdsWithin] with r hr
    rw [relative_error h ha hr]
    exact div_le_div_of_nonneg_right
      (key _ _ _ (pow_pos (inv_pos.2 hr) _)) hl.le
```

## The pure slope error

Setting `d a = 0` in the general formula gives the bracket $1-(a/r)^{2l+1}$.

```lean
/-- The relative size at `r > 0` of the error grown from a pure slope error at `a > 0`. -/
theorem relative_slope_error (h : IsRadialError l d p) (ha : 0 < a) (hd : d a = 0)
    (hr : 0 < r) : |d r| / r ^ (l + 1)
      = |p a| / ((2 * l + 1) * a ^ l) * |1 - (a / r) ^ (2 * l + 1)| := by
  have key : (p a / a ^ l + l * 0 / a ^ (l + 1))
      - (a ^ (l + 1) * p a - (l + 1) * a ^ l * 0) * r⁻¹ ^ (2 * l + 1)
      = p a / a ^ l * (1 - (a / r) ^ (2 * l + 1)) := by
    rw [div_pow, inv_pow]
    field_simp
    ring
  rw [relative_error h ha hr, hd, key, abs_mul, abs_div, abs_of_pos (pow_pos ha l)]
  field_simp
```

The main theorem joins the two directions, with `p a` in the role of $e$ and either sign allowed. The outward half bounds the bracket using $0\le(a/r)^{2l+1}\le1$. The inward half uses the criterion above, which for `d a = 0` reduces to $a\,d'(a)\ne0$. Only this half needs `p a ≠ 0`: with zero slope error as well, $d$ vanishes at every $r>0$.

```lean
/-- A nonzero slope error at `a > 0`, with no value error there, stays bounded relative to
`r^(l+1)` for `r ≥ a` and diverges relative to it as `r` tends to zero. -/
theorem outward_controlled_inward_explodes (h : IsRadialError l d p) (ha : 0 < a)
    (hd : d a = 0) (he : p a ≠ 0) :
    (∀ r, a ≤ r → |d r| / r ^ (l + 1) ≤ |p a| / ((2 * l + 1) * a ^ l)) ∧
      Tendsto (fun r => |d r| / r ^ (l + 1)) (𝓝[>] 0) atTop := by
  constructor
  · intro r har
    have hr : 0 < r := ha.trans_le har
    have h0 : 0 ≤ (a / r) ^ (2 * l + 1) := by positivity
    have h1 : (a / r) ^ (2 * l + 1) ≤ 1 :=
      pow_le_one₀ (by positivity) ((div_le_one hr).2 har)
    rw [relative_slope_error h ha hd hr]
    exact mul_le_of_le_one_right (by positivity) (abs_le.2 ⟨by linarith, by linarith⟩)
  · rw [inward_explosion_iff h ha, hd, mul_zero]
    exact mul_ne_zero ha.ne' he
```

The limit at large radius follows from $a/r\to0$, and it equals the constant in the outward bound.

```lean
/-- For a pure slope error at `a > 0`, the relative error tends to
`|d'(a)| / ((2l+1) a^l)` at large radius. -/
theorem outward_limit (h : IsRadialError l d p) (ha : 0 < a) (hd : d a = 0) :
    Tendsto (fun r => |d r| / r ^ (l + 1)) atTop
      (𝓝 (|p a| / ((2 * l + 1) * a ^ l))) := by
  have h0 : Tendsto (fun r : ℝ => a / r) atTop (𝓝 0) :=
    tendsto_const_nhds.div_atTop tendsto_id
  have h1 := ((h0.pow (2 * l + 1)).const_sub 1).abs.const_mul
    (|p a| / ((2 * l + 1) * a ^ l))
  rw [zero_pow (by omega), sub_zero, abs_one, mul_one] at h1
  refine h1.congr' ?_
  filter_upwards [eventually_gt_atTop 0] with r hr
  exact (relative_slope_error h ha hd hr).symm
```

Finally, the explicit functions are checked by differentiation: for every $l$, every $a>0$ and every real $e$, they solve the equation and have value $0$ and slope $e$ at $a$. The assumptions of the main theorem are thus satisfied for each nonzero slope error.

```lean
/-- For `a > 0`, the explicit `slopeError` solves the radial equation, vanishes at `a` and
has slope `e` there. -/
theorem slopeError_witness (l : ℕ) {a : ℝ} (ha : 0 < a) (e : ℝ) :
    IsRadialError l (slopeError l a e) (slopeErrorDeriv l a e) ∧
      slopeError l a e a = 0 ∧ slopeErrorDeriv l a e a = e := by
  have hl : (2 * l + 1 : ℝ) ≠ 0 := by positivity
  refine ⟨fun r hr => ⟨?_, ?_⟩, ?_, ?_⟩
  · refine ((((hasDerivAt_radial_pow (l + 1) hr).div_const (a ^ l)).fun_sub
      ((hasDerivAt_const r (a ^ (l + 1))).fun_div (hasDerivAt_radial_pow l hr)
        (pow_pos hr _).ne')).const_mul (e / (2 * l + 1))).congr_deriv ?_
    simp only [slopeErrorDeriv]
    push_cast
    field_simp
    ring
  · refine (((((hasDerivAt_radial_pow l hr).const_mul ((l : ℝ) + 1)).div_const
      (a ^ l)).fun_add ((hasDerivAt_const r (l * a ^ (l + 1))).fun_div
        (hasDerivAt_radial_pow (l + 1) hr) (pow_pos hr _).ne')).const_mul
          (e / (2 * l + 1))).congr_deriv ?_
    simp only [slopeError]
    push_cast
    field_simp
    ring
  · simp only [slopeError]
    field_simp
    ring
  · simp only [slopeErrorDeriv]
    field_simp
    ring

end

end RadialErrorPropagation
```

```lean
#print axioms RadialErrorPropagation.outward_controlled_inward_explodes
#print axioms RadialErrorPropagation.outward_limit
```

```
'RadialErrorPropagation.outward_controlled_inward_explodes' depends on axioms: [propext, Classical.choice, Quot.sound]
'RadialErrorPropagation.outward_limit' depends on axioms: [propext, Classical.choice, Quot.sound]
```
